# A point dipole at the centre of a grounded sphere: wall field $p/R^3$ and charging work $-p^2/(2R^3)$

When a Poisson solver sets the potential to zero on a sphere of radius $R$ around a molecule with dipole moment $p$, adding $p^2/(2R^3)$ to the energy removes the effect of the wall, provided that the molecule is modelled as a fixed point dipole at the centre. The formulas are in Gaussian or atomic units.

```lean
import Mathlib

open Matrix Topology

namespace DipoleInGroundedSphere

noncomputable section

/-- The Cartesian unit vector along axis `i`. -/
def axis (i : Fin 3) : Fin 3 → ℝ := Pi.single i 1

/-- The Euclidean distance of a point from the origin. -/
def radius (x : Fin 3 → ℝ) : ℝ := √(x ⬝ᵥ x)

/-- The potential of a point dipole `p` at the origin of free space. -/
def freePotential (p x : Fin 3 → ℝ) : ℝ := (p ⬝ᵥ x) / radius x ^ 3

/-- The linear function `-(p · x) / R³`. Inside a grounded sphere of radius `R` with a dipole `p` at
its centre, it is the potential of the charge induced on the wall. -/
def wallPotential (R : ℝ) (p x : Fin 3 → ℝ) : ℝ := -(p ⬝ᵥ x) / R ^ 3

/-- The total potential: free dipole plus wall. -/
def potential (R : ℝ) (p x : Fin 3 → ℝ) : ℝ := freePotential p x + wallPotential R p x

/-- The electric field, minus the gradient of the potential `f`. -/
def field (f : (Fin 3 → ℝ) → ℝ) (x : Fin 3 → ℝ) : Fin 3 → ℝ :=
  fun i => -lineDeriv ℝ f x (axis i)

/-- The Laplacian, the sum of the second derivatives along the three axes. -/
def laplacian (f : (Fin 3 → ℝ) → ℝ) (x : Fin 3 → ℝ) : ℝ :=
  ∑ i, lineDeriv ℝ (fun y => lineDeriv ℝ f y (axis i)) x (axis i)

/-- The function `f` is twice continuously differentiable at `x` and its Laplacian is zero there. -/
def SolvesLaplaceAt (f : (Fin 3 → ℝ) → ℝ) (x : Fin 3 → ℝ) : Prop :=
  ContDiffAt ℝ 2 f x ∧ laplacian f x = 0

/-- The work of raising a dipole along `n` from strength `0` to `q` in the field of its own
wall charge, taken at the origin. -/
def chargingWork (R : ℝ) (n : Fin 3 → ℝ) (q : ℝ) : ℝ :=
  ∫ s in (0 : ℝ)..q, -(n ⬝ᵥ field (wallPotential R (s • n)) 0)

/-- The formula for the derivative of the total potential along `v` at points `x` other than the
origin. -/
def slope (R : ℝ) (p v x : Fin 3 → ℝ) : ℝ :=
  (p ⬝ᵥ v) * (1 / radius x ^ 3 - 1 / R ^ 3) - 3 * (p ⬝ᵥ x) * (v ⬝ᵥ x) / radius x ^ 5

/-- Every point other than the origin has positive radius. -/
theorem radius_pos {x : Fin 3 → ℝ} (hx : x ≠ 0) : 0 < radius x := by
  have h0 : 0 ≤ x ⬝ᵥ x := Finset.sum_nonneg fun i _ => mul_self_nonneg (x i)
  exact Real.sqrt_pos.2 (lt_of_le_of_ne h0 fun h => hx (dotProduct_self_eq_zero.1 h.symm))

/-- The linear function `p · x` has derivative `p · v` along `v`. -/
theorem hasLineDerivAt_dot (p x v : Fin 3 → ℝ) :
    HasLineDerivAt ℝ (fun y => p ⬝ᵥ y) (p ⬝ᵥ v) x v := by
  unfold HasLineDerivAt
  simp only [dotProduct_add, dotProduct_smul, smul_eq_mul]
  exact (((hasDerivAt_id' (0 : ℝ)).mul_const (p ⬝ᵥ v)).const_add (p ⬝ᵥ x)).congr_deriv
    (one_mul _)

/-- Away from the origin the radius has derivative `v · x / r` along `v`. -/
theorem hasLineDerivAt_radius {x : Fin 3 → ℝ} (hx : x ≠ 0) (v : Fin 3 → ℝ) :
    HasLineDerivAt ℝ radius ((v ⬝ᵥ x) / radius x) x v := by
  have hsq : HasDerivAt (fun t : ℝ => (x + t • v) ⬝ᵥ (x + t • v)) (2 * (v ⬝ᵥ x)) 0 := by
    have e : (fun t : ℝ => (x + t • v) ⬝ᵥ (x + t • v)) =
        fun t => (x ⬝ᵥ x + t * (2 * (v ⬝ᵥ x))) + t * t * (v ⬝ᵥ v) := by
      funext t
      simp only [add_dotProduct, dotProduct_add, smul_dotProduct, dotProduct_smul,
        smul_eq_mul, dotProduct_comm x v]
      ring
    rw [e]
    have h := hasDerivAt_id' (0 : ℝ)
    exact (((h.mul_const (2 * (v ⬝ᵥ x))).const_add (x ⬝ᵥ x)).fun_add
      ((h.fun_mul h).mul_const (v ⬝ᵥ v))).congr_deriv (by ring)
  have hne : (x + (0 : ℝ) • v) ⬝ᵥ (x + (0 : ℝ) • v) ≠ 0 := by
    rw [zero_smul, add_zero]
    exact fun h => hx (dotProduct_self_eq_zero.1 h)
  unfold HasLineDerivAt
  refine (hsq.sqrt hne).congr_deriv ?_
  rw [zero_smul, add_zero]
  exact mul_div_mul_left _ _ two_ne_zero

/-- The total potential is `(p · x) (1/r³ - 1/R³)`. -/
theorem potential_eq (R : ℝ) (p x : Fin 3 → ℝ) :
    potential R p x = (p ⬝ᵥ x) * (1 / radius x ^ 3 - 1 / R ^ 3) := by
  unfold potential freePotential wallPotential
  ring

/-- Away from the origin, `slope` is the derivative of the total potential along `v`. -/
theorem hasLineDerivAt_potential (R : ℝ) (p v : Fin 3 → ℝ) {x : Fin 3 → ℝ} (hx : x ≠ 0) :
    HasLineDerivAt ℝ (potential R p) (slope R p v x) x v := by
  have hp : HasDerivAt (fun t : ℝ => p ⬝ᵥ (x + t • v)) _ 0 := hasLineDerivAt_dot p x v
  have hr : HasDerivAt (fun t : ℝ => radius (x + t • v)) _ 0 := hasLineDerivAt_radius hx v
  have hne : radius x ≠ 0 := (radius_pos hx).ne'
  have h0 : radius (x + (0 : ℝ) • v) ≠ 0 := by rwa [zero_smul, add_zero]
  rw [funext (potential_eq R p)]
  unfold HasLineDerivAt
  refine (hp.fun_mul (((hasDerivAt_const (0 : ℝ) (1 : ℝ)).fun_div (hr.fun_pow 3)
    (pow_ne_zero 3 h0)).sub_const (1 / R ^ 3))).congr_deriv ?_
  simp only [slope, zero_smul, add_zero, Nat.cast_ofNat, Nat.reduceSub]
  generalize 1 / R ^ 3 = c
  field_simp
  ring

/-- The derivative of `slope R p v` along `v`, away from the origin. -/
theorem hasLineDerivAt_slope (R : ℝ) (p v : Fin 3 → ℝ) {x : Fin 3 → ℝ} (hx : x ≠ 0) :
    HasLineDerivAt ℝ (slope R p v)
      ((-6 * (p ⬝ᵥ v) * (v ⬝ᵥ x) * radius x ^ 2 - 3 * (p ⬝ᵥ x) * (v ⬝ᵥ v) * radius x ^ 2
        + 15 * (p ⬝ᵥ x) * (v ⬝ᵥ x) ^ 2) / radius x ^ 7) x v := by
  have hp : HasDerivAt (fun t : ℝ => p ⬝ᵥ (x + t • v)) _ 0 := hasLineDerivAt_dot p x v
  have hv : HasDerivAt (fun t : ℝ => v ⬝ᵥ (x + t • v)) _ 0 := hasLineDerivAt_dot v x v
  have hr : HasDerivAt (fun t : ℝ => radius (x + t • v)) _ 0 := hasLineDerivAt_radius hx v
  have hne : radius x ≠ 0 := (radius_pos hx).ne'
  have h0 : radius (x + (0 : ℝ) • v) ≠ 0 := by rwa [zero_smul, add_zero]
  unfold HasLineDerivAt
  refine (((((hasDerivAt_const (0 : ℝ) (1 : ℝ)).fun_div (hr.fun_pow 3)
    (pow_ne_zero 3 h0)).sub_const (1 / R ^ 3)).const_mul (p ⬝ᵥ v)).fun_sub
    (((hp.const_mul 3).fun_mul hv).fun_div (hr.fun_pow 5) (pow_ne_zero 5 h0))).congr_deriv ?_
  simp only [zero_smul, add_zero, Nat.cast_ofNat, Nat.reduceSub]
  field_simp
  ring

/-- The total potential solves the Laplace equation at every point other than the origin. -/
theorem potential_solvesLaplace (R : ℝ) (p : Fin 3 → ℝ) {x : Fin 3 → ℝ} (hx : x ≠ 0) :
    SolvesLaplaceAt (potential R p) x := by
  have hne : radius x ≠ 0 := (radius_pos hx).ne'
  constructor
  · have hp : ContDiff ℝ 2 (fun y : Fin 3 → ℝ => p ⬝ᵥ y) := by
      simp only [dotProduct]
      fun_prop
    have hs : ContDiff ℝ 2 (fun y : Fin 3 → ℝ => y ⬝ᵥ y) := by
      simp only [dotProduct]
      fun_prop
    have hr : ContDiffAt ℝ 2 radius x :=
      hs.contDiffAt.sqrt fun h => hx (dotProduct_self_eq_zero.1 h)
    rw [funext (potential_eq R p)]
    exact hp.contDiffAt.mul
      ((contDiffAt_const.div (hr.pow 3) (pow_ne_zero 3 hne)).sub contDiffAt_const)
  · -- near `x` the first derivative is `slope`, so it can be differentiated again
    have h2 : ∀ v : Fin 3 → ℝ, lineDeriv ℝ (fun y => lineDeriv ℝ (potential R p) y v) x v =
        (-6 * (p ⬝ᵥ v) * (v ⬝ᵥ x) * radius x ^ 2 - 3 * (p ⬝ᵥ x) * (v ⬝ᵥ v) * radius x ^ 2
          + 15 * (p ⬝ᵥ x) * (v ⬝ᵥ x) ^ 2) / radius x ^ 7 := by
      intro v
      have hc : ContinuousAt (fun t : ℝ => x + t • v) 0 := by fun_prop
      have hev : ∀ᶠ t : ℝ in 𝓝 0, x + t • v ≠ 0 :=
        hc.eventually_ne (by simpa using hx)
      have hd : HasDerivAt (fun t : ℝ => slope R p v (x + t • v)) _ 0 :=
        hasLineDerivAt_slope R p v hx
      exact (hd.congr_of_eventuallyEq
        (hev.mono fun t ht => (hasLineDerivAt_potential R p v ht).lineDeriv)).deriv
    have ha : ∀ (w : Fin 3 → ℝ) i, w ⬝ᵥ axis i = w i := fun w i => by simp [axis]
    have hb : ∀ (w : Fin 3 → ℝ) i, axis i ⬝ᵥ w = w i := fun w i => by simp [axis]
    have hu : ∀ i, axis i i = 1 := fun i => by simp [axis]
    have hd : p ⬝ᵥ x = p 0 * x 0 + p 1 * x 1 + p 2 * x 2 := by
      simp only [dotProduct, Fin.sum_univ_three]
    have hnn : 0 ≤ x ⬝ᵥ x := Finset.sum_nonneg fun i _ => mul_self_nonneg (x i)
    have hr : radius x ^ 2 = x 0 ^ 2 + x 1 ^ 2 + x 2 ^ 2 := by
      unfold radius
      rw [Real.sq_sqrt hnn]
      simp only [dotProduct, Fin.sum_univ_three]
      ring
    -- the three second derivatives cancel in the sum
    simp only [laplacian, h2, ha, hb, hu, Fin.sum_univ_three]
    rw [← add_div, ← add_div, div_eq_zero_iff]
    left
    linear_combination (6 * radius x ^ 2) * hd - 15 * (p ⬝ᵥ x) * hr

/-- The field of `wallPotential R p` is `p / R³` at every point. -/
theorem field_wallPotential (R : ℝ) (p x : Fin 3 → ℝ) :
    field (wallPotential R p) x = (1 / R ^ 3) • p := by
  ext i
  have hp : HasDerivAt (fun t : ℝ => p ⬝ᵥ (x + t • axis i)) _ 0 :=
    hasLineDerivAt_dot p x (axis i)
  have h : HasLineDerivAt ℝ (wallPotential R p) (-(p ⬝ᵥ axis i) / R ^ 3) x (axis i) :=
    hp.fun_neg.div_const (R ^ 3)
  have ha : p ⬝ᵥ axis i = p i := by simp [axis]
  simp only [field, h.lineDeriv, ha, Pi.smul_apply, smul_eq_mul]
  ring

/-- Adding a uniform field `E` to the free dipole makes the potential vanish on the sphere of
radius `R` exactly when `E = p / R³`. -/
theorem grounded_iff {R : ℝ} (hR : 0 < R) (p E : Fin 3 → ℝ) :
    (∀ x, radius x = R → freePotential p x - E ⬝ᵥ x = 0) ↔ E = (1 / R ^ 3) • p := by
  constructor
  · intro h
    ext i
    have ha : ∀ w : Fin 3 → ℝ, w ⬝ᵥ axis i = w i := fun w => by simp [axis]
    have hu : axis i i = 1 := by simp [axis]
    -- test the condition where axis `i` meets the sphere
    have hr : radius (R • axis i) = R := by
      unfold radius
      rw [smul_dotProduct, dotProduct_smul, ha, hu, smul_eq_mul, smul_eq_mul, mul_one]
      exact Real.sqrt_mul_self hR.le
    have h1 := h _ hr
    unfold freePotential at h1
    rw [hr, dotProduct_smul, dotProduct_smul, ha, ha, smul_eq_mul, smul_eq_mul] at h1
    have h2 : R * (E i - 1 / R ^ 3 * p i) = 0 := by linear_combination -h1
    have h3 := (mul_eq_zero.1 h2).resolve_left hR.ne'
    simp only [Pi.smul_apply, smul_eq_mul]
    linarith
  · rintro rfl x hx
    unfold freePotential
    rw [hx, smul_dotProduct, smul_eq_mul]
    ring

/-- For a dipole of strength `q` along the unit vector `n` at the centre of a grounded sphere,
the potential solves the Laplace equation off the origin and vanishes on the sphere, the wall
field is `q n / R³`, and the charging work is `-q² / (2 R³)`. -/
theorem dipole_in_grounded_sphere {R : ℝ} (hR : 0 < R) {n : Fin 3 → ℝ} (hn : n ⬝ᵥ n = 1)
    (q : ℝ) :
    (∀ x, x ≠ 0 → SolvesLaplaceAt (potential R (q • n)) x) ∧
    (∀ x, radius x = R → potential R (q • n) x = 0) ∧
    (∀ x, R ^ 3 • field (wallPotential R (q • n)) x = q • n) ∧
    2 * R ^ 3 * chargingWork R n q = -q ^ 2 := by
  have hR3 : R ^ 3 ≠ 0 := pow_ne_zero 3 hR.ne'
  refine ⟨fun x hx => potential_solvesLaplace R _ hx, fun x hx => ?_, fun x => ?_, ?_⟩
  · rw [potential_eq, hx, sub_self, mul_zero]
  · rw [field_wallPotential, smul_smul, mul_one_div_cancel hR3, one_smul]
  · -- the wall field grows linearly with the dipole strength
    have hw : chargingWork R n q = -(1 / R ^ 3 * (q ^ 2 / 2)) := by
      unfold chargingWork
      simp only [field_wallPotential, dotProduct_smul, hn, smul_eq_mul, mul_one]
      rw [intervalIntegral.integral_neg, intervalIntegral.integral_const_mul, integral_id]
      ring
    rw [hw]
    field_simp

end

end DipoleInGroundedSphere
```

```lean
#print axioms DipoleInGroundedSphere.grounded_iff
#print axioms DipoleInGroundedSphere.dipole_in_grounded_sphere
```

```
'DipoleInGroundedSphere.grounded_iff' depends on axioms: [propext, Classical.choice, Quot.sound]
'DipoleInGroundedSphere.dipole_in_grounded_sphere' depends on axioms: [propext, Classical.choice, Quot.sound]
```

## The dipole and its wall

Points $x$ and dipole vectors $p$ are functions `Fin 3 → ℝ`, with components numbered 0, 1, 2. The product `p ⬝ᵥ x` is $p\cdot x$, and `radius x` is $r=\sqrt{x\cdot x}$. The total potential is

$$\phi(x)=\frac{p\cdot x}{r^3}-\frac{p\cdot x}{R^3}=(p\cdot x)\left(\frac1{r^3}-\frac1{R^3}\right).$$

The first term is the free dipole, and the second represents the charge induced on the conducting wall. Both are definitions: the dipole source at the origin and the surface charge are not derived.

The theorem `dipole_in_grounded_sphere` takes $R>0$, a unit vector $n$ and a real strength $q$, and sets $p=qn$. It states that

- $\phi$ solves the Laplace equation at every $x\neq0$;
- $\phi=0$ wherever $r=R$;
- the wall field is $qn/R^3$ at every point, stated as $R^3$ times the field equals $qn$;
- the charging work $W$ satisfies $2R^3W=-q^2$.

The statements also cover points outside the sphere, where the formulas no longer describe the physical system.

`SolvesLaplaceAt` requires the potential to be twice continuously differentiable as well as to have zero Laplacian. Lean's `lineDeriv` returns zero where a derivative does not exist, so a zero Laplacian alone would say little at a singular point.

## Why the Laplacian vanishes

Take a fixed direction $v$ and write $\partial_v$ for the derivative along it. Then $\partial_v(p\cdot x)=p\cdot v$. Since $\partial_v(r^2)=2\,v\cdot x$, it follows that $\partial_v r=(v\cdot x)/r$ for $x\neq0$. These are `hasLineDerivAt_dot` and `hasLineDerivAt_radius`. With $\partial_v r^{-3}=-3(v\cdot x)/r^5$, the product rule gives the function called `slope`:

$$\partial_v\phi=(p\cdot v)\left(\frac1{r^3}-\frac1{R^3}\right)-\frac{3(p\cdot x)(v\cdot x)}{r^5}.$$

Differentiating once more, as in `hasLineDerivAt_slope`, gives

$$\partial_v^2\phi=-\frac{6(p\cdot v)(v\cdot x)}{r^5}-\frac{3(p\cdot x)(v\cdot v)}{r^5}+\frac{15(p\cdot x)(v\cdot x)^2}{r^7}.$$

Now let $v$ run over the three axes. The sums are $\sum_i p_ix_i=p\cdot x$, $\sum_i1=3$ and $\sum_i x_i^2=r^2$, so

$$\nabla^2\phi=(-6-9+15)\frac{p\cdot x}{r^5}=0.$$

In `potential_solvesLaplace`, the step `hev` supplies a neighbourhood along the line that avoids the origin. There the first derivative equals `slope`, which allows the second differentiation. The final `linear_combination` carries out the cancellation. On the sphere, $r=R$ makes the bracket in $\phi$ zero.

## The wall field and the charging work

The wall potential is linear, so its field is

$$E_i=-\partial_i\left(-\frac{p\cdot x}{R^3}\right)=\frac{p_i}{R^3},$$

which is `field_wallPotential`. The field points along the dipole.

The theorem `grounded_iff` shows that no other uniform field grounds the sphere. If $p\cdot x/R^3-E\cdot x=0$ on the whole sphere, the point at distance $R$ along axis $i$ gives $p_i/R^2-RE_i=0$, hence $E_i=p_i/R^3$. Conversely, substituting this field makes the expression vanish. The comparison is among uniform fields only.

To charge the dipole, raise its strength $s$ from 0 to $q$ along $n$. Each increment $ds$ costs $-n\cdot E\,ds$, where $E=sn/R^3$ is the wall field at that stage. Since $n\cdot n=1$,

$$W=-\int_0^q\frac{s}{R^3}\,ds=-\frac{q^2}{2R^3}.$$

The factor one half appears because the wall field grows with the dipole. `chargingWork` contains only this interaction with the wall, not the dipole's self-energy in free space. In Lean, `field_wallPotential` turns the integrand into a constant times $s$, and `integral_id` evaluates the integral.

## A dipole of one atomic unit

Take $q=1$ and $R=10$ in atomic units, with the dipole along axis 2. At $x=(0,0,5)$ the potential is $5(1/125-1/1000)=0.040-0.005=0.035$. The wall field is $1/1000=0.001$, and the charging work is $-1/2000=-0.0005$ hartree. Doubling the radius divides both the wall field and the work by eight.
